# A finite bipartite hopping Hamiltonian has energies in pairs ±E and at least as many zero modes as its sublattice imbalance

Take three sites in a row. The two end sites form the first sublattice, with amplitudes a₁ and a₂, and the middle site forms the second, with amplitude b. An electron hops only between an end and the middle, with complex hopping elements t₁ and t₂ that are not both zero. All on-site energies are equal and are taken as the zero of energy. The eigenvalue equations at energy E are

t₁ b = E a₁

t₂ b = E a₂

t₁* a₁ + t₂* a₂ = E b

where the star is complex conjugation. Replace b by −b. The left sides of the first two equations change sign, and so does the amplitude on the right of the third. All three equations hold again, with −E in place of E.

At E = 0 the first two equations force b = 0. The third is then one linear condition on two amplitudes, so one solution survives. With s = √(|t₁|² + |t₂|²), the normalised states, written (a₁, a₂, b), are

E = 0: (t₂*, −t₁*, 0)/s

E = ±s: (t₁, t₂, ±s)/(√2 s)

One sign change produces the pairing, and one surplus site produces the zero mode.

## Pairing and counting for any hopping matrix

Let the first sublattice have m sites and the second n sites. Let B be any complex m × n matrix of hopping elements, and B† its conjugate transpose. A state is a pair ψ = (a, b) of sublattice amplitudes, and the Hamiltonian acts as

H(a, b) = (Bb, B†a).

The claim is that E is an eigenvalue of H exactly when −E is, with the same degeneracy, and that

dim ker H ≥ |m − n|.

For the pairing, define the chirality operator Γ by Γ(a, b) = (a, −b). Then Γ² = 1, and

ΓH(a, b) = (Bb, −B†a)

HΓ(a, b) = (−Bb, B†a)

so ΓH = −HΓ. If Hψ = Eψ, then

H(Γψ) = −ΓHψ = −E(Γψ).

Because Γ² = 1, Γ is injective. It therefore embeds the eigenspace at E in the eigenspace at −E, whose dimension is at least as large. The same argument started from −E gives the opposite inequality, so the two dimensions are equal.

For the zero modes, Hψ = 0 means

B†a = 0 and Bb = 0,

two conditions that do not involve each other. Let r be the rank of B, which is also the rank of B†. By rank-nullity the first condition leaves m − r independent solutions and the second leaves n − r. Hence

dim ker H = m + n − 2r.

Since r is at most m and at most n, the right side is at least m + n − 2 min(m, n) = |m − n|.

If r = n, the condition Bb = 0 has only the solution b = 0. Every zero mode then lives on the first sublattice, and there are exactly m − n of them.

For non-interacting electrons in a finite bipartite Hückel or tight-binding model with orthonormal orbitals and equal on-site energies, this gives the mirror symmetry of the orbital energies about the common on-site energy and a lower bound on the number of nonbonding orbitals. The three-site chain with t₁ = t₂ is the Hückel model of the allyl radical, with its single nonbonding orbital.

## A bond within one sublattice can destroy both results

The vanishing diagonal blocks of H stand for two physical conditions: all on-site energies are equal, and no hopping connects sites of the same sublattice. Take the three-site chain with t₁ = t₂ = t, where t is real and nonzero, and add a hopping t between the two end sites. The chain becomes a triangle with energies

2t, −t, −t.

The spectrum is no longer symmetric about zero, and the zero mode has gone.

The rank condition matters for the exact count. With one site on each sublattice and no hopping, B = 0 and both sites carry a zero mode, although m − n = 0.

## The Hamiltonian and its chirality in Lean

In the Lean file `m` and `n` are the types of sites on the two sublattices, and the numbers called m and n above are `Fintype.card m` and `Fintype.card n`.

```lean
import Mathlib

open Matrix Module
open scoped ComplexOrder

namespace BipartiteHueckel

variable {m n : Type*}
```

The disjoint union `m ⊕ n` is the set of all sites, and a state is a function `m ⊕ n → ℂ`. The constructors `Sum.inl` and `Sum.inr` mark a site as belonging to the first or the second sublattice.

```lean
/-- The Hamiltonian of a bipartite lattice with hopping matrix `B` between the sublattices
`m` and `n`, and no terms within a sublattice. -/
def hamiltonian (B : Matrix m n ℂ) : Matrix (m ⊕ n) (m ⊕ n) ℂ :=
  fromBlocks 0 B Bᴴ 0
```

Here `Bᴴ` is B†. The entries of `B` are arbitrary complex numbers, so hopping phases from a magnetic field are included, and the lattice need not be connected. On-site energies and an overlap matrix between orbitals are absent: the model is a single-particle one in an orthonormal basis.

```lean
/-- The chirality operator: `+1` on the first sublattice and `-1` on the second. -/
def chirality (m n : Type*) [DecidableEq m] [DecidableEq n] : Matrix (m ⊕ n) (m ⊕ n) ℂ :=
  fromBlocks 1 0 0 (-1)
```

This is Γ as a block matrix. Both sublattices are now taken to be finite, though either may be empty.

```lean
variable [Fintype m] [Fintype n]

/-- The zero-energy states whose amplitude vanishes on the whole second sublattice. -/
def firstSublatticeZeroModes (B : Matrix m n ℂ) : Submodule ℂ (m ⊕ n → ℂ) :=
  LinearMap.ker (hamiltonian B).mulVecLin ⊓
    LinearMap.ker (LinearMap.funLeft ℂ ℂ (Sum.inr : n → m ⊕ n))
```

The definition intersects two subspaces. The first is the kernel of H, where `mulVecLin` turns a matrix into the linear map it defines. The second is the kernel of the map that restricts a state to the second sublattice, so it contains the states with b = 0.

## From anticommutation to equal degeneracy

The two algebraic properties of Γ follow from block multiplication.

```lean
/-- The chirality operator squares to one. -/
theorem chirality_sq [DecidableEq m] [DecidableEq n] :
    chirality m n * chirality m n = 1 := by
  simp [chirality, fromBlocks_multiply]

/-- The chirality operator anticommutes with the bipartite Hamiltonian. -/
theorem chirality_anticommutes [DecidableEq m] [DecidableEq n] (B : Matrix m n ℂ) :
    chirality m n * hamiltonian B = -(hamiltonian B * chirality m n) := by
  simp [chirality, hamiltonian, fromBlocks_multiply, fromBlocks_neg]
```

The next theorem is the line H(Γψ) = −E(Γψ). The symbol `*ᵥ` is a matrix acting on a vector, and `•` is multiplication by a scalar.

```lean
/-- Flipping the sign of the amplitudes on the second sublattice turns a solution of the
eigenvalue equation at energy `E` into a solution at energy `-E`. -/
theorem chiral_partner [DecidableEq m] [DecidableEq n] (B : Matrix m n ℂ) {E : ℂ}
    {ψ : m ⊕ n → ℂ} (h : hamiltonian B *ᵥ ψ = E • ψ) :
    hamiltonian B *ᵥ (chirality m n *ᵥ ψ) = (-E) • (chirality m n *ᵥ ψ) := by
  have hc : hamiltonian B * chirality m n = -(chirality m n * hamiltonian B) := by
    rw [chirality_anticommutes, neg_neg]
  rw [mulVec_mulVec, hc, neg_mulVec, ← mulVec_mulVec, h, mulVec_smul, neg_smul]
```

The proof rewrites HΓ as −ΓH, applies the eigenvalue equation `h`, and moves the scalar to the front. The state ψ is not required to be nonzero here. That matters only when eigenvalues are counted, and the injectivity of Γ then takes care of it.

```lean
/-- The energies `E` and `-E` have the same degeneracy. -/
theorem degeneracy_neg (B : Matrix m n ℂ) (E : ℂ) :
    finrank ℂ (End.eigenspace (hamiltonian B).mulVecLin E) =
      finrank ℂ (End.eigenspace (hamiltonian B).mulVecLin (-E)) := by
  classical
  -- chirality embeds each eigenspace into its mirror partner
  have key : ∀ F : ℂ, finrank ℂ (End.eigenspace (hamiltonian B).mulVecLin F) ≤
      finrank ℂ (End.eigenspace (hamiltonian B).mulVecLin (-F)) := by
    intro F
    have hmap : ∀ ψ ∈ End.eigenspace (hamiltonian B).mulVecLin F,
        (chirality m n).mulVecLin ψ ∈ End.eigenspace (hamiltonian B).mulVecLin (-F) := by
      intro ψ hψ
      simp only [End.mem_eigenspace_iff, mulVecLin_apply] at hψ ⊢
      exact chiral_partner B hψ
    apply LinearMap.finrank_le_finrank_of_injective
      (f := (chirality m n).mulVecLin.restrict hmap)
    intro x y h
    have h' : chirality m n *ᵥ (x : m ⊕ n → ℂ) = chirality m n *ᵥ (y : m ⊕ n → ℂ) :=
      congrArg Subtype.val h
    have h2 := congrArg (fun v => chirality m n *ᵥ v) h'
    simp only [mulVec_mulVec, chirality_sq, one_mulVec] at h2
    exact Subtype.ext h2
  apply le_antisymm (key E)
  have h := key (-E)
  rwa [neg_neg] at h
```

`End.eigenspace` is the space of solutions of Hψ = Eψ, and `finrank` is its dimension. The statement covers every complex E; if E is not an eigenvalue, both sides are zero.

The intermediate claim `key` is the inequality between dimensions. Its part `hmap` says that Γ maps one eigenspace into the other. Injectivity is then shown as by hand: if Γx = Γy, applying Γ once more gives x = y. The last lines use `key` at E and at −E and combine the two inequalities.

## Zero modes counted by the rank of B

The equation Hψ = 0 separates into its two sublattice conditions.

```lean
/-- A state has zero energy exactly when its two sublattice parts are separately annihilated
by the hopping matrices. -/
theorem zero_mode_iff (B : Matrix m n ℂ) (ψ : m ⊕ n → ℂ) :
    hamiltonian B *ᵥ ψ = 0 ↔ Bᴴ *ᵥ (ψ ∘ Sum.inl) = 0 ∧ B *ᵥ (ψ ∘ Sum.inr) = 0 := by
  have hH : hamiltonian B *ᵥ ψ =
      Sum.elim (B *ᵥ (ψ ∘ Sum.inr)) (Bᴴ *ᵥ (ψ ∘ Sum.inl)) := by
    simp [hamiltonian, fromBlocks_mulVec]
  rw [hH]
  constructor
  · intro h
    exact ⟨funext fun j => congrFun h (Sum.inr j), funext fun i => congrFun h (Sum.inl i)⟩
  · rintro ⟨h1, h2⟩
    rw [h1, h2]
    ext (i | j) <;> rfl
```

The composition `ψ ∘ Sum.inl` is the amplitude vector a, and `ψ ∘ Sum.inr` is b. The proof first writes Hψ as the pair (Bb, B†a) and then reads off the components.

Rank-nullity is put in the form needed here: rank plus kernel dimension equals the number of columns.

```lean
private lemma rank_nullity {p q : Type*} [Fintype p] [Fintype q] (A : Matrix p q ℂ) :
    A.rank + finrank ℂ (LinearMap.ker A.mulVecLin) = Fintype.card q :=
  (LinearMap.finrank_range_add_finrank_ker A.mulVecLin).trans
    (Module.finrank_fintype_fun_eq_card ℂ)
```

The exact count is stated additively, as dim ker H + 2r = m + n. This avoids subtraction of natural numbers, which Lean cuts off at zero.

```lean
/-- The number of independent zero modes plus twice the rank of the hopping matrix is the
number of sites. -/
theorem zero_mode_count (B : Matrix m n ℂ) :
    finrank ℂ (LinearMap.ker (hamiltonian B).mulVecLin) + 2 * B.rank =
      Fintype.card m + Fintype.card n := by
  -- a zero mode is a pair of independent sublattice zero modes
  let e : LinearMap.ker (hamiltonian B).mulVecLin ≃ₗ[ℂ]
      (LinearMap.ker Bᴴ.mulVecLin × LinearMap.ker B.mulVecLin) :=
    { toFun := fun ψ =>
        (⟨ψ.1 ∘ Sum.inl, LinearMap.mem_ker.2
            ((zero_mode_iff B ψ.1).1 (LinearMap.mem_ker.1 ψ.2)).1⟩,
         ⟨ψ.1 ∘ Sum.inr, LinearMap.mem_ker.2
            ((zero_mode_iff B ψ.1).1 (LinearMap.mem_ker.1 ψ.2)).2⟩)
      map_add' := fun _ _ => rfl
      map_smul' := fun _ _ => rfl
      invFun := fun p => ⟨Sum.elim p.1.1 p.2.1, LinearMap.mem_ker.2
        ((zero_mode_iff B _).2 ⟨LinearMap.mem_ker.1 p.1.2, LinearMap.mem_ker.1 p.2.2⟩)⟩
      left_inv := fun ψ => Subtype.ext (by ext (i | j) <;> rfl)
      right_inv := fun _ => rfl }
  have h1 := e.finrank_eq
  rw [Module.finrank_prod] at h1
  have h2 := rank_nullity B
  have h3 := rank_nullity Bᴴ
  rw [rank_conjTranspose] at h3
  omega
```

The linear equivalence `e` is the statement that a zero mode is a free choice of a in ker B† and b in ker B. In one direction it splits a state into its parts, and in the other `Sum.elim` joins them again. The dimension of ker H is therefore the sum of the two kernel dimensions. Rank-nullity for B and for B†, together with the equality of their ranks, leaves integer arithmetic that `omega` completes.

The zero modes on the first sublattice alone are counted in the same way.

```lean
/-- The number of independent zero modes confined to the first sublattice plus the rank of the
hopping matrix is the number of sites of that sublattice. -/
theorem first_sublattice_count (B : Matrix m n ℂ) :
    finrank ℂ (firstSublatticeZeroModes B) + B.rank = Fintype.card m := by
  let e : firstSublatticeZeroModes B ≃ₗ[ℂ] LinearMap.ker Bᴴ.mulVecLin :=
    { toFun := fun ψ => ⟨ψ.1 ∘ Sum.inl, LinearMap.mem_ker.2
        ((zero_mode_iff B ψ.1).1 (LinearMap.mem_ker.1 ψ.2.1)).1⟩
      map_add' := fun _ _ => rfl
      map_smul' := fun _ _ => rfl
      invFun := fun u => ⟨Sum.elim u.1 0, ⟨LinearMap.mem_ker.2
        ((zero_mode_iff B _).2 ⟨LinearMap.mem_ker.1 u.2, mulVec_zero B⟩),
        LinearMap.mem_ker.2 rfl⟩⟩
      left_inv := fun ψ => Subtype.ext (by
        ext (i | j)
        · rfl
        · exact (congrFun (LinearMap.mem_ker.1 ψ.2.2) j).symm)
      right_inv := fun _ => rfl }
  have h1 := e.finrank_eq
  have h3 := rank_nullity Bᴴ
  rw [rank_conjTranspose] at h3
  omega
```

This time `e` identifies such a mode with its part a in ker B†. The inverse map extends a by zero on the second sublattice. Recovering the original state uses the condition that its b part vanishes, which is the second half of the definition of `firstSublatticeZeroModes`.

## The pairing theorem and the case of full rank

The main theorem joins the two results.

```lean
/-- Pairing and zero modes: `E` is an eigenvalue of the bipartite Hamiltonian exactly when `-E`
is, and there are at least as many independent zero modes as the difference in size of the
two sublattices. -/
theorem pairing_and_zero_modes (B : Matrix m n ℂ) :
    (∀ E : ℂ, End.HasEigenvalue (hamiltonian B).mulVecLin E ↔
      End.HasEigenvalue (hamiltonian B).mulVecLin (-E)) ∧
    |(Fintype.card m : ℤ) - Fintype.card n| ≤
      finrank ℂ (LinearMap.ker (hamiltonian B).mulVecLin) := by
  constructor
  · intro E
    change End.eigenspace (hamiltonian B).mulVecLin E ≠ ⊥ ↔
      End.eigenspace (hamiltonian B).mulVecLin (-E) ≠ ⊥
    -- an energy is an eigenvalue when its degeneracy is not zero
    rw [ne_eq, ne_eq, ← Submodule.finrank_eq_zero (R := ℂ),
      ← Submodule.finrank_eq_zero (R := ℂ), degeneracy_neg B E]
  · have h1 := zero_mode_count B
    have h2 := rank_nullity B
    have h3 := first_sublattice_count B
    rw [abs_le]
    constructor <;> omega
```

`End.HasEigenvalue` means that the eigenspace is not the zero space. The first half of the proof translates this into a nonzero degeneracy and applies `degeneracy_neg`. The energy ranges over all complex numbers, so the proof does not need the fact that H is Hermitian and has a real spectrum.

In the second half the difference of the sublattice sizes is taken in the integers `ℤ`, so the bound holds whichever sublattice is larger. The hypotheses `h2` and `h3` supply r ≤ n and r ≤ m, and `h1` is the exact count. The absolute value is split into two inequalities, one for each bound on r.

```lean
/-- If the hopping matrix has rank equal to the size of the second sublattice, every zero mode
is confined to the first sublattice, and their number is exactly the difference in size. -/
theorem zero_modes_of_full_rank (B : Matrix m n ℂ) (hB : B.rank = Fintype.card n) :
    firstSublatticeZeroModes B = LinearMap.ker (hamiltonian B).mulVecLin ∧
    finrank ℂ (LinearMap.ker (hamiltonian B).mulVecLin) + Fintype.card n =
      Fintype.card m := by
  have h1 := zero_mode_count B
  have h2 := first_sublattice_count B
  exact ⟨Submodule.eq_of_le_of_finrank_eq inf_le_left (by omega), by omega⟩

end BipartiteHueckel
```

The hypothesis `hB` says r = n. It forces n ≤ m, which is why no separate assumption about the sizes appears. The hand derivation found b = 0 directly from Bb = 0, whereas the Lean proof compares dimensions. The first-sublattice zero modes form a subspace of ker H, both spaces have dimension m − n, and so they coincide.

```lean
#print axioms BipartiteHueckel.pairing_and_zero_modes
-- 'BipartiteHueckel.pairing_and_zero_modes' depends on axioms: [propext, Classical.choice, Quot.sound]
#print axioms BipartiteHueckel.zero_modes_of_full_rank
-- 'BipartiteHueckel.zero_modes_of_full_rank' depends on axioms: [propext, Classical.choice, Quot.sound]
```

## Reading the spectrum from the singular values of B

In a numerical calculation the block form lets one work with B instead of the full matrix. Suppose u and v are unit vectors and σ > 0 is a singular value, with

Bv = σu and B†u = σv.

Then the normalised states (u, ±v)/√2 satisfy

H(u, ±v)/√2 = ±σ(u, ±v)/√2.

A singular value decomposition of the m × n matrix thus delivers the nonzero energies already paired. The number of zero modes is m + n minus twice the number of nonzero singular values. In floating-point arithmetic "nonzero" means above a chosen tolerance, and the count depends on that choice when some singular values are very small.

If a program diagonalises the full Hückel matrix instead, the common on-site energy is subtracted first. The sorted energies should then cancel in pairs from the two ends of the list, up to rounding. A clear failure to cancel points to an error in the matrix or the diagonalisation, or to a model that is not of this form, for instance one with a heteroatom whose on-site energy differs or with a bond inside one sublattice.
